# The Newton–Wigner position correction $-m\sigma_2/(2E^2)$ for a massive free Dirac particle in one dimension

To evaluate the Newton–Wigner position of a two-component wave packet $\psi(p)$, one transforms the packet by the Foldy–Wouthuysen rotation $U(p)$, which makes the free Dirac Hamiltonian diagonal, applies $i\,d/dp$ there, and transforms back. The rotation depends on momentum, so the derivative acts on it as well as on the packet. The product rule then leaves a term containing $U^\dagger U'$. For the one-dimensional Hamiltonian $H=p\,\sigma_1+m\,\sigma_3$ with $m>0$, in units where $\hbar$ and the speed of light are 1, this product is $i\sigma_2$ times $m/(2E^2)$, where $E=\sqrt{p^2+m^2}$, and a momentum-space simulation of that model can apply the correction directly, without transforming the packet.

## The rotation and its momentum derivative

Take units in which $\hbar$ and the speed of light are 1, a mass $m>0$ and a real momentum $p$. The Hamiltonian, energy and normalisation are

$$H=p\,\sigma_1+m\,\sigma_3,\qquad E=\sqrt{p^2+m^2},\qquad N=\sqrt{2E(E+m)},$$

where $\sigma_1,\sigma_2,\sigma_3$ are the Pauli matrices. The transformation is

$$U=\frac{E+m+i p\,\sigma_2}{N}=\begin{pmatrix}c&s\\-s&c\end{pmatrix},\qquad c=\frac{E+m}{N},\quad s=\frac{p}{N},$$

because $i\sigma_2$ is the real matrix with rows $(0,1)$ and $(-1,0)$.

**Unitarity.** Since $p^2+m^2=E^2$,

$$c^2+s^2=\frac{E^2+2Em+m^2+p^2}{N^2}=\frac{2E(E+m)}{N^2}=1.$$

Hence $U$ is a real rotation and $U^\dagger U=1$.

**Diagonalisation.** The double-angle combinations are

$$c^2-s^2=\frac{(E+m)^2-p^2}{N^2}=\frac{2m(E+m)}{N^2}=\frac mE,\qquad 2cs=\frac{2(E+m)p}{N^2}=\frac pE.$$

Multiplying out $UHU^\dagger$ gives diagonal entries $\pm[(c^2-s^2)m+2cs\,p]=\pm(m^2+p^2)/E=\pm E$. Both off-diagonal entries are $(c^2-s^2)p-2cs\,m=0$. Thus $UHU^\dagger=E\sigma_3$.

**Derivatives.** A prime denotes $d/dp$. First, $E'=p/E$. Differentiating $N^2=2E(E+m)$ gives $2NN'=2E'(2E+m)$, so

$$N'=\frac{(2E+m)p}{EN}.$$

The quotient rule, with $N^2=2E(E+m)$, yields

$$c'=\frac{p}{EN}-\frac{(E+m)(2E+m)p}{EN^3}=\frac{p}{EN}\left[1-\frac{2E+m}{2E}\right]=-\frac{m}{2E^2}\,s.$$

For $s$, use also $p^2=(E-m)(E+m)$:

$$s'=\frac1N-\frac{p^2(2E+m)}{EN^3}=\frac1N\left[1-\frac{(E-m)(2E+m)}{2E^2}\right]=\frac{m(E+m)}{2E^2N}=\frac{m}{2E^2}\,c.$$

With $k=m/(2E^2)$, these two equations say $U'=U\,(ik\sigma_2)$. Multiplying by $U^\dagger$ from the left,

$$U^\dagger U'=\frac{i m\,\sigma_2}{2E^2}.$$

**Position.** For a differentiable spinor $\psi$,

$$U^\dagger\, i\frac{d}{dp}(U\psi)=i\psi'+i\,U^\dagger U'\psi=i\psi'-\frac{m}{2E^2}\,\sigma_2\psi.$$

**The particle at zero momentum.** At $p=0$ we have $E=m$, $N=2m$ and $U=1$, yet $U'=i\sigma_2/(2m)$. The correction there is $-\sigma_2/(2m)$, whose eigenvalues are plus and minus half the reduced Compton wavelength. This is its largest size; for $|p|\gg m$ it falls off as $m/(2p^2)$. The eigenvalues are not shifts of the mean position of a positive-energy particle, because the eigenvectors of $\sigma_2$ mix positive and negative energy equally. In a packet of purely positive energy the spinor at each $p$ is a multiple of the real vector $(c,s)$, and the expectation value of the correction is zero.

## Matrices, energy and position in Lean

The development uses Mathlib's matrices and real analysis.

```lean
import Mathlib

open Matrix

namespace NewtonWignerOneDim

noncomputable section
```

The Pauli matrices are complex $2\times2$ matrices with rows and columns numbered 0 and 1.

```lean
/-- The first Pauli matrix. -/
def sigma1 : Matrix (Fin 2) (Fin 2) ℂ := !![0, 1; 1, 0]

/-- The second Pauli matrix. -/
def sigma2 : Matrix (Fin 2) (Fin 2) ℂ := !![0, -Complex.I; Complex.I, 0]

/-- The third Pauli matrix. -/
def sigma3 : Matrix (Fin 2) (Fin 2) ℂ := !![1, 0; 0, -1]
```

The energy and the normalisation are real functions of `m` and `p`. They are cast to complex numbers when they multiply a matrix.

```lean
/-- The relativistic energy `E = √(p² + m²)`. -/
def energy (m p : ℝ) : ℝ := √(p ^ 2 + m ^ 2)

/-- The normalisation `N = √(2E(E + m))`. -/
def nrm (m p : ℝ) : ℝ := √(2 * energy m p * (energy m p + m))

/-- The Dirac Hamiltonian in one dimension, `H = p σ₁ + m σ₃`. -/
def dirac (m p : ℝ) : Matrix (Fin 2) (Fin 2) ℂ := (p : ℂ) • sigma1 + (m : ℂ) • sigma3
```

`U` is written in its original form, with $\sigma_2$, and not as a rotation.

```lean
/-- The transformation `U(p) = (E + m + i p σ₂) / √(2E(E + m))`. -/
def U (m p : ℝ) : Matrix (Fin 2) (Fin 2) ℂ :=
  ((1 / nrm m p : ℝ) : ℂ) •
    (((energy m p + m : ℝ) : ℂ) • (1 : Matrix (Fin 2) (Fin 2) ℂ)
      + (Complex.I * (p : ℂ)) • sigma2)
```

The matrix `derivU` collects the derivatives of the four entries. Lean's `deriv` returns zero where a function has no derivative, which is why the main theorem also states differentiability.

```lean
/-- The momentum derivative of `U`, taken entry by entry. -/
def derivU (m p : ℝ) : Matrix (Fin 2) (Fin 2) ℂ :=
  Matrix.of fun i j => deriv (fun q => U m q i j) p
```

A momentum-space spinor is a function `ψ : ℝ → Fin 2 → ℂ`. The operator `position` differentiates it and multiplies by $i$, which fixes the sign convention $x=i\,d/dp$.

```lean
/-- The Dirac position operator `i d/dp` on momentum-space spinors. -/
def position (ψ : ℝ → Fin 2 → ℂ) (p : ℝ) : Fin 2 → ℂ := Complex.I • deriv ψ p
```

The Newton–Wigner position is defined by conjugation with `U`, where `ᴴ` is the conjugate transpose and `*ᵥ` applies a matrix to a vector. It is not derived here from conditions on localised states.

```lean
/-- The Newton-Wigner (mean) position operator `U† (i d/dp) U`. -/
def newtonWigner (m : ℝ) (ψ : ℝ → Fin 2 → ℂ) (p : ℝ) : Fin 2 → ℂ :=
  (U m p)ᴴ *ᵥ position (fun q => U m q *ᵥ ψ q) p
```

These definitions give the value of the resulting spinor at each $p$. There is no Hilbert space of square-integrable packets, and hence no domain or self-adjointness statement. The model has no external potential.

## Unitarity and the diagonal Hamiltonian

The hypothesis `hm : 0 < m` describes a massive particle. It keeps $E$ and $N$ positive at every momentum, including $p=0$, so all the divisions are legitimate. The first lemma records this positivity together with the squares of the two roots.

```lean
/-- For positive mass, `E` and `N` are positive, `E² = p² + m²` and `N² = 2E(E + m)`. -/
theorem energy_nrm {m : ℝ} (hm : 0 < m) (p : ℝ) :
    0 < energy m p ∧ 0 < nrm m p ∧ energy m p ^ 2 = p ^ 2 + m ^ 2 ∧
      nrm m p ^ 2 = 2 * energy m p * (energy m p + m) := by
  have hE : 0 < energy m p := Real.sqrt_pos.2 (by positivity)
  exact ⟨hE, Real.sqrt_pos.2 (by positivity), Real.sq_sqrt (by positivity),
    Real.sq_sqrt (by positivity)⟩
```

The next lemma turns the definition of `U` into the matrix with entries $c$ and $s$, checking the four entries separately and using $i^2=-1$.

```lean
/-- `U(p)` is a real matrix with diagonal entries `(E + m)/N` and off-diagonal
entries `±p/N`. -/
theorem U_eq (m p : ℝ) :
    U m p = !![(((energy m p + m) / nrm m p : ℝ) : ℂ), ((p / nrm m p : ℝ) : ℂ);
      -((p / nrm m p : ℝ) : ℂ), (((energy m p + m) / nrm m p : ℝ) : ℂ)] := by
  ext i j
  fin_cases i <;> fin_cases j <;> simp [U, sigma2] <;>
    first
    | ring1
    | (ring_nf; rw [Complex.I_sq]; ring1)
```

For unitarity, the real identity $c^2+s^2=1$ is obtained from the formulas for $E^2$ and $N^2$ by `linear_combination`. The two quotients are then replaced by plain letters `c` and `s`, and the matrix product is compared entry by entry.

```lean
/-- For positive mass, `U(p)` is unitary. -/
theorem U_unitary {m : ℝ} (hm : 0 < m) (p : ℝ) : (U m p)ᴴ * U m p = 1 := by
  obtain ⟨_, hN, hE2, hN2⟩ := energy_nrm hm p
  have h : ((energy m p + m) / nrm m p) ^ 2 + (p / nrm m p) ^ 2 = 1 := by
    rw [div_pow, div_pow, ← add_div, div_eq_one_iff_eq (by positivity)]
    linear_combination -hN2 - hE2
  rw [U_eq]
  generalize (energy m p + m) / nrm m p = c at *
  generalize p / nrm m p = s at *
  have hc : (c : ℂ) ^ 2 + (s : ℂ) ^ 2 = 1 := by exact_mod_cast h
  ext i j
  fin_cases i <;> fin_cases j <;> simp [Matrix.mul_apply, Fin.sum_univ_two] <;>
    first
    | ring1
    | linear_combination hc
```

In the diagonalisation, `h1` and `h2` are the double-angle formulas and `h3` is $(m^2+p^2)/E=E$. They combine into `d1` for the diagonal entries and `d2` for the off-diagonal ones. This theorem shows that `U` leads to an energy-diagonal representation. It does not single out `U`: multiplying `U` on the left by a diagonal matrix of momentum-dependent phases also diagonalises $H$, but in general changes $U^\dagger U'$. The derivative formula is proved for the `U` defined above and does not depend on this theorem.

```lean
/-- For positive mass, `U(p)` brings the Dirac Hamiltonian to the diagonal form `E σ₃`. -/
theorem U_diagonalizes {m : ℝ} (hm : 0 < m) (p : ℝ) :
    U m p * dirac m p * (U m p)ᴴ = (energy m p : ℂ) • sigma3 := by
  obtain ⟨hE, hN, hE2, hN2⟩ := energy_nrm hm p
  -- the double-angle formulas for the rotation
  have h1 : ((energy m p + m) / nrm m p) ^ 2 - (p / nrm m p) ^ 2 = m / energy m p := by
    rw [div_pow, div_pow, ← sub_div, div_eq_div_iff (by positivity) hE.ne']
    linear_combination -m * hN2 + energy m p * hE2
  have h2 : 2 * ((energy m p + m) / nrm m p) * (p / nrm m p) = p / energy m p := by
    have h : 2 * ((energy m p + m) / nrm m p) * (p / nrm m p)
        = 2 * (energy m p + m) * p / nrm m p ^ 2 := by ring
    rw [h, div_eq_div_iff (by positivity) hE.ne']
    linear_combination -p * hN2
  have h3 : m / energy m p * m + p / energy m p * p = energy m p := by
    have h : m / energy m p * m + p / energy m p * p
        = (p ^ 2 + m ^ 2) / energy m p := by ring
    rw [h, ← hE2, div_eq_iff hE.ne']
    ring
  rw [U_eq]
  generalize (energy m p + m) / nrm m p = c at *
  generalize p / nrm m p = s at *
  have d1 : (c ^ 2 - s ^ 2) * m + 2 * c * s * p = energy m p := by rw [h1, h2, h3]
  have d2 : (c ^ 2 - s ^ 2) * p - 2 * c * s * m = 0 := by rw [h1, h2]; ring
  have e1 : ((c : ℂ) ^ 2 - (s : ℂ) ^ 2) * m + 2 * c * s * p = energy m p := by
    exact_mod_cast d1
  have e2 : ((c : ℂ) ^ 2 - (s : ℂ) ^ 2) * p - 2 * c * s * m = 0 := by
    exact_mod_cast d2
  ext i j
  fin_cases i <;> fin_cases j <;>
    simp [dirac, sigma1, sigma3, Matrix.mul_apply, Fin.sum_univ_two] <;>
    first
    | linear_combination e1
    | linear_combination -e1
    | linear_combination e2
```

## Differentiating the entries

`HasDerivAt f a p` says that `f` is differentiable at `p` with derivative `a`. The proof below first establishes $E'$ (`dE`) and $N'$ (`dN`), then applies the quotient rule to $c$ and $s$. The remaining algebra differs slightly from the derivation above. Instead of cancelling the factor $E+m$, it solves $N^2=2E(E+m)$ for the mass, $m=N^2/(2E)-E$, and substitutes. For $s'$, it replaces $p^2$ by $E^2-m^2$ beforehand. `field_simp` clears the denominators and `ring` closes the resulting polynomial identities.

```lean
/-- For positive mass, the entries `c = (E + m)/N` and `s = p/N` of `U` obey `c' = -k s` and `s' = k
c` with `k = m/(2E²)`. -/
theorem hasDerivAt_entries {m : ℝ} (hm : 0 < m) (p : ℝ) :
    HasDerivAt (fun q => (energy m q + m) / nrm m q)
      (-(m / (2 * energy m p ^ 2) * (p / nrm m p))) p ∧
    HasDerivAt (fun q => q / nrm m q)
      (m / (2 * energy m p ^ 2) * ((energy m p + m) / nrm m p)) p := by
  obtain ⟨hE, hN, hE2, hN2⟩ := energy_nrm hm p
  -- derivative of the energy: the velocity p / E
  have dE : HasDerivAt (energy m) (p / energy m p) p := by
    have h : HasDerivAt (fun q : ℝ => q ^ 2 + m ^ 2) (2 * p) p :=
      ((hasDerivAt_pow 2 p).add_const (m ^ 2)).congr_deriv (by norm_num)
    exact (h.sqrt (by positivity)).congr_deriv (mul_div_mul_left _ _ two_ne_zero)
  -- derivative of the normalisation
  have dN : HasDerivAt (nrm m)
      ((2 * energy m p + m) * p / (energy m p * nrm m p)) p := by
    have h : HasDerivAt (fun q => 2 * energy m q * (energy m q + m))
        (2 * (p / energy m p) * (energy m p + m) + 2 * energy m p * (p / energy m p)) p :=
      (dE.const_mul 2).fun_mul (dE.add_const m)
    refine (h.sqrt (by positivity)).congr_deriv ?_
    change _ / (2 * nrm m p) = _
    field_simp
    ring
  have hp : p ^ 2 = energy m p ^ 2 - m ^ 2 := by linarith
  have d1 := (dE.add_const m).fun_div dN hN.ne'
  have d2 := (hasDerivAt_id' p).fun_div dN hN.ne'
  refine ⟨d1.congr_deriv ?_, d2.congr_deriv ?_⟩
  · clear d1 d2 dE dN hp hE2
    generalize energy m p = E at *
    generalize nrm m p = N at *
    -- eliminate the mass through N² = 2E(E + m)
    have h : m = N ^ 2 / (2 * E) - E := by
      rw [hN2]
      field_simp
      ring
    clear hN2 hm
    subst h
    field_simp
    ring
  · clear d1 d2 dE dN hE2
    generalize energy m p = E at *
    generalize nrm m p = N at *
    have h0 : (1 * N - p * ((2 * E + m) * p / (E * N))) / N ^ 2
        = (N - p ^ 2 * (2 * E + m) / (E * N)) / N ^ 2 := by ring
    rw [h0, hp]
    have h : m = N ^ 2 / (2 * E) - E := by
      rw [hN2]
      field_simp
      ring
    clear hN2 hm hp h0
    subst h
    field_simp
    ring
```

The real derivatives are now carried over to complex-valued functions of the real variable $p$ by `ofReal_comp`. The four cases are the four entries of $U'=U(ik\sigma_2)$, with $k$ treated as a single letter.

```lean
/-- For positive mass, every entry of `U` is differentiable in `p`, and `U' = U (i m σ₂ / (2E²))`.
-/
theorem hasDerivAt_U {m : ℝ} (hm : 0 < m) (p : ℝ) (i j : Fin 2) :
    HasDerivAt (fun q => U m q i j)
      ((U m p * ((Complex.I * ((m / (2 * energy m p ^ 2) : ℝ) : ℂ)) • sigma2)) i j) p := by
  obtain ⟨hc, hs⟩ := hasDerivAt_entries hm p
  have hc' := hc.ofReal_comp
  have hs' := hs.ofReal_comp
  simp only [U_eq]
  generalize m / (2 * energy m p ^ 2) = k at *
  fin_cases i <;> fin_cases j
  · refine HasDerivAt.congr_deriv hc' ?_
    simp [sigma2, Matrix.mul_apply, Fin.sum_univ_two]
    ring_nf
    simp only [Complex.I_sq]
    ring1
  · refine HasDerivAt.congr_deriv hs' ?_
    simp [sigma2, Matrix.mul_apply, Fin.sum_univ_two]
    ring_nf
    simp only [Complex.I_sq]
    ring1
  · refine HasDerivAt.congr_deriv hs'.fun_neg ?_
    simp [sigma2, Matrix.mul_apply, Fin.sum_univ_two]
    ring_nf
    simp only [Complex.I_sq]
    ring1
  · refine HasDerivAt.congr_deriv hc' ?_
    simp [sigma2, Matrix.mul_apply, Fin.sum_univ_two]
    ring_nf
    simp only [Complex.I_sq]
    ring1
```

## The product of U† and U′

The main theorem has two parts. For every positive mass and every real momentum, each entry of `U` is differentiable in $p$, and `(U m p)ᴴ * derivU m p` equals $i\,m/(2E^2)$ times $\sigma_2$. The first part follows from the preceding lemma. For the second, `h` assembles the entrywise derivatives into $U'=U(ik\sigma_2)$, and unitarity removes $U^\dagger U$.

```lean
/-- For positive mass `U` is differentiable in `p` and `U† U' = i m σ₂ / (2E²)`. -/
theorem U_dagger_derivU {m : ℝ} (hm : 0 < m) (p : ℝ) :
    (∀ i j, DifferentiableAt ℝ (fun q => U m q i j) p) ∧
      (U m p)ᴴ * derivU m p
        = (Complex.I * ((m / (2 * energy m p ^ 2) : ℝ) : ℂ)) • sigma2 := by
  refine ⟨fun i j => (hasDerivAt_U hm p i j).differentiableAt, ?_⟩
  have h : derivU m p
      = U m p * ((Complex.I * ((m / (2 * energy m p ^ 2) : ℝ) : ℂ)) • sigma2) := by
    ext i j
    exact (hasDerivAt_U hm p i j).deriv
  rw [h, ← Matrix.mul_assoc, U_unitary hm, Matrix.one_mul]
```

## The correction acting on a spinor

The last theorem concerns any spinor function that is differentiable at the momentum considered. It states that the Newton–Wigner position applied to $\psi$ at $p$ equals $i\psi'(p)$ minus $m/(2E^2)$ times $\sigma_2\psi(p)$. The spinor need not be normalised or differentiable elsewhere.

In the proof, `h` is the product rule for $U\psi$. It is verified one component at a time, each component being a sum of two products. The final rewriting distributes $U^\dagger$ over the two terms and uses unitarity in both. The identity `hI`, which is $i\cdot ik=-k$, supplies the minus sign.

```lean
/-- For positive mass and a spinor differentiable at `p`, the Newton-Wigner position at `p` is the
Dirac position minus `m σ₂ / (2E²)`. -/
theorem newtonWigner_eq {m : ℝ} (hm : 0 < m) (ψ : ℝ → Fin 2 → ℂ) (p : ℝ)
    (hψ : DifferentiableAt ℝ ψ p) :
    newtonWigner m ψ p
      = position ψ p - ((m / (2 * energy m p ^ 2) : ℝ) : ℂ) • (sigma2 *ᵥ ψ p) := by
  have hU := hasDerivAt_U hm p
  generalize m / (2 * energy m p ^ 2) = k at *
  -- product rule for the transformed spinor
  have h : HasDerivAt (fun q => U m q *ᵥ ψ q)
      ((U m p * ((Complex.I * (k : ℂ)) • sigma2)) *ᵥ ψ p + U m p *ᵥ deriv ψ p) p := by
    rw [hasDerivAt_pi]
    intro i
    have hj := fun j => hasDerivAt_pi.1 hψ.hasDerivAt j
    have h2 := ((hU i 0).fun_mul (hj 0)).fun_add ((hU i 1).fun_mul (hj 1))
    convert h2 using 1
    · funext q
      simp only [Matrix.mulVec, dotProduct, Fin.sum_univ_two]
    · simp only [Pi.add_apply, Matrix.mulVec, dotProduct, Fin.sum_univ_two]
      ring
  have hI : Complex.I * (Complex.I * (k : ℂ)) = -(k : ℂ) := by
    rw [← mul_assoc, Complex.I_mul_I, neg_one_mul]
  simp only [newtonWigner, position, h.deriv]
  rw [Matrix.mulVec_smul, Matrix.mulVec_add, Matrix.mulVec_mulVec, Matrix.mulVec_mulVec,
    ← Matrix.mul_assoc, U_unitary hm, Matrix.one_mul, Matrix.one_mulVec,
    Matrix.smul_mulVec, smul_add, smul_smul, hI, neg_smul]
  abel

end

end NewtonWignerOneDim
```

```lean
#print axioms NewtonWignerOneDim.U_diagonalizes
#print axioms NewtonWignerOneDim.U_dagger_derivU
#print axioms NewtonWignerOneDim.newtonWigner_eq
```

```
'NewtonWignerOneDim.U_diagonalizes' depends on axioms: [propext, Classical.choice, Quot.sound]
'NewtonWignerOneDim.U_dagger_derivU' depends on axioms: [propext, Classical.choice, Quot.sound]
'NewtonWignerOneDim.newtonWigner_eq' depends on axioms: [propext, Classical.choice, Quot.sound]
```
